# No cubic powder line has index $h^2+k^2+l^2 = 4^m(8b+7)$

A powder line of a cubic crystal is labelled by $N = h^2+k^2+l^2$, where $h,k,l$ are its integer Miller indices. This number is never of the form $4^m(8b+7)$ with integers $m \ge 0$ and $b$, so a line that obeys the diffraction condition cannot have index 7, 15, 23 or 28, for example. Moreover, $N$ leaves remainder 3 on division by 8 exactly when all three indices are odd, and it is a multiple of 4 exactly when all three are even. The non-negative integers below 64 that no triple $(h,k,l)$ produces are exactly 7, 15, 23, 28, 31, 39, 47, 55, 60 and 63.

## From the reciprocal lattice to the line index

In a powder the crystallites take all orientations, so only the length of a reciprocal vector decides where its line appears. For a simple cubic lattice with lattice constant $a$ the reciprocal vectors are

$$G = \frac{2\pi}{a}(h,k,l), \qquad a^2|G|^2 = (2\pi)^2 N .$$

Elastic scattering at wavelength $\lambda$ turns a wave vector of length $2\pi/\lambda$ through the angle $2\theta$, where $\theta$ is the Bragg angle. The wave vector then changes by a vector of length $(4\pi/\lambda)\sin\theta$. A periodic crystal scatters coherently when this change is a reciprocal vector, which gives

$$|G|\lambda = 4\pi\sin\theta .$$

Squaring and multiplying by $a^2$ gives $(2\pi)^2N\lambda^2 = 16\pi^2a^2\sin^2\theta$, and division by $4\pi^2$ leaves

$$4a^2\sin^2\theta = \lambda^2 N .$$

The values of $\sin^2\theta$ are therefore spaced like the integers $N$ that three squares can produce, and an integer that they cannot produce leaves a gap in the pattern. Face-centred and body-centred crystals, indexed on their conventional cubic cell, use only some of the same triples, so they inherit every gap.

The same arithmetic governs a single non-interacting particle in a periodic cubic box, whose kinetic energies are proportional to $N$: there is no plane-wave shell at $N=7$.

## What the theorems say

The function `lineIndex h k l` is $N$, with the indices taken from the integers `ℤ`. They may be negative or zero, and they may share a common factor, so higher-order reflections are included. The triple $(0,0,0)$ is also allowed. It gives $N=0$, which is the undeflected beam and not a powder line.

The arithmetic is contained in five statements.

- `all_odd_iff` says that $N \bmod 8 = 3$ if and only if $h$, $k$ and $l$ are all odd.
- `all_even_iff` says that 4 divides $N$ if and only if they are all even.
- `lineIndex_eq_four_pow_mul_iff` says that the triples with index $4^mM$ are exactly the triples $2^m(x,y,z)$ for which $(x,y,z)$ has index $M$.
- `lineIndex_ne` says that $N \ne 4^m(8b+7)$ for every natural number $m$ and every integer $b$.
- `absent_below_64` says that a natural number below 64 is produced by no triple of integers if and only if it is in the list of ten.

The vector `recipVec a h k l` is $G$, in the convention that includes the factor $2\pi$. Its type `EuclideanSpace ℝ (Fin 3)` gives it the usual Euclidean length. The wavelength $\lambda$ is called `w` in the code. The theorem `absent_powder_line` assumes $a\ne0$, $\lambda\ne0$ and the diffraction condition `hB`, and concludes that

$$4a^2\sin^2\theta \ne \lambda^2\,4^m(8b+7).$$

The condition `hB` is a hypothesis: it stands for elastic scattering from a perfect periodic crystal, as described above, and is not derived from a scattering theory. Applying the theorem to a measured pattern also assumes that a given peak comes from this crystal at this one wavelength, and that its angle is measured accurately enough to tell neighbouring values of $N$ apart. An impurity phase or a second wavelength in the beam can put intensity at a forbidden position. A wrong lattice constant can also make an allowed line look forbidden: the line $(3,2,1)$ of a body-centred crystal has $N=14$, but it seems to have index 7 if $a$ is taken too small by a factor $\sqrt2$.

Legendre's three-square theorem states that the numbers $4^m(8b+7)$ with $m,b\ge0$ are the only non-negative integers that are not sums of three squares. The exclusion of these numbers is proved here for all sizes, but the statement that nothing else is missing is proved only below 64. Nor do the theorems say that an allowed line has visible intensity, since that depends on the atoms in the cell.

## Residues modulo 8 and repeated halving

**Squares.** If $n=2c$, then $n^2=4c^2$, which is 0 or 4 modulo 8. If $n=2c+1$, then $n^2=4c(c+1)+1$. One of the consecutive integers $c$ and $c+1$ is even, so $c(c+1)=2t$ for some integer $t$, and $n^2=8t+1$.

**Sums of three squares.** Each odd index contributes 1 modulo 8 and each even index contributes 0 or 4. The possible remainders follow from the number of odd indices:

| Odd indices | $N$ modulo 8 |
|---|---|
| 0 | 0 or 4 |
| 1 | 1 or 5 |
| 2 | 2 or 6 |
| 3 | 3 |

The remainder 3 occurs only in the last row, and that row contains nothing else. Multiples of 4 occur only in the first row, and that row contains nothing else. This proves both equivalences. The remainder 7 is in no row, which settles the case $m=0$ of the main claim.

**Factors of 4.** Suppose that $N=4^mM$ with $m\ge1$. Then 4 divides $N$, so all indices are even, and we can write $h=2u$, $k=2v$, $l=2w$ with integers $u,v,w$. Substitution gives $4(u^2+v^2+w^2)=4^mM$, hence

$$u^2+v^2+w^2=4^{m-1}M .$$

After $m$ such steps we reach a triple $(x,y,z)$ with $x^2+y^2+z^2=M$ and $(h,k,l)=2^m(x,y,z)$. Conversely, multiplying a triple by $2^m$ multiplies its index by $(2^m)^2=4^m$.

**The contradiction.** If $N=4^m(8b+7)$, the halving produces a triple with $x^2+y^2+z^2=8b+7$. This has remainder 7 modulo 8, which the table forbids.

**Back to the angle.** Suppose that a line obeys the diffraction condition and also has $4a^2\sin^2\theta=\lambda^2\,4^m(8b+7)$. Since $4a^2\sin^2\theta=\lambda^2N$ and $\lambda\ne0$, cancelling $\lambda^2$ gives $N=4^m(8b+7)$, which is impossible.

## A crystal with $a = 4\lambda$

For a simple cubic lattice with $a=4\lambda$ the possible line positions are $\sin^2\theta=N/64$. The lines with $0<\theta<90^\circ$ have $1\le N\le63$, and ten of these 63 values are missing, so 53 positions remain.

Around the first gap, the triple $(2,1,1)$ gives $N=6$ and $\theta\approx17.83^\circ$, while $(2,2,0)$ gives $N=8$ and $\theta\approx20.70^\circ$. A line with $N=7$ would lie at $\theta\approx19.31^\circ$, but no triple produces it.

For $N=28$ the halving is needed. Since 4 divides 28, all indices would be even, and their halves would have squares that add up to 7. The squares available are 0, 1 and 4. Two fours already give 8, one four gives at most $4+1+1=6$, and no four gives at most 3. Hence 28 is missing too.

## The complete Lean file

```lean
import Mathlib

namespace CubicPowderLines

/-- The line index `N = h² + k² + l²` of the Miller indices `(h, k, l)` in a cubic crystal. -/
def lineIndex (h k l : ℤ) : ℤ := h ^ 2 + k ^ 2 + l ^ 2

/-- The reciprocal vector `(2π/a)(h, k, l)` of the simple cubic lattice with lattice
constant `a ≠ 0`. -/
noncomputable def recipVec (a : ℝ) (h k l : ℤ) : EuclideanSpace ℝ (Fin 3) :=
  !₂[2 * Real.pi / a * h, 2 * Real.pi / a * k, 2 * Real.pi / a * l]

/-- The square of an even index is 0 or 4 modulo 8, and the square of an odd index is 1
modulo 8. -/
theorem sq_mod_eight (n : ℤ) :
    (n % 2 = 0 ∧ (n ^ 2 % 8 = 0 ∨ n ^ 2 % 8 = 4)) ∨ (n % 2 = 1 ∧ n ^ 2 % 8 = 1) := by
  obtain ⟨c, rfl | rfl⟩ := Int.even_or_odd' n
  · have e : (2 * c) ^ 2 = 4 * (c ^ 2) := by ring
    rw [e]
    generalize c ^ 2 = s
    omega
  · -- one of two consecutive integers is even
    obtain ⟨t, ht⟩ := Int.even_mul_succ_self c
    have e : (2 * c + 1) ^ 2 = 8 * t + 1 := by linear_combination 4 * ht
    rw [e]
    omega

/-- The line index is 3 modulo 8 exactly when all three Miller indices are odd. -/
theorem all_odd_iff (h k l : ℤ) :
    lineIndex h k l % 8 = 3 ↔ Odd h ∧ Odd k ∧ Odd l := by
  have h1 := sq_mod_eight h
  have h2 := sq_mod_eight k
  have h3 := sq_mod_eight l
  rw [Int.odd_iff, Int.odd_iff, Int.odd_iff]
  unfold lineIndex
  omega

/-- The line index is a multiple of 4 exactly when all three Miller indices are even. -/
theorem all_even_iff (h k l : ℤ) :
    4 ∣ lineIndex h k l ↔ Even h ∧ Even k ∧ Even l := by
  have h1 := sq_mod_eight h
  have h2 := sq_mod_eight k
  have h3 := sq_mod_eight l
  rw [Int.even_iff, Int.even_iff, Int.even_iff]
  unfold lineIndex
  omega

/-- The triples with line index `4^m M` are exactly the `2^m`-fold multiples of the triples
with line index `M`. -/
theorem lineIndex_eq_four_pow_mul_iff (m : ℕ) (M h k l : ℤ) :
    lineIndex h k l = 4 ^ m * M ↔
      ∃ x y z : ℤ, h = 2 ^ m * x ∧ k = 2 ^ m * y ∧ l = 2 ^ m * z ∧ lineIndex x y z = M := by
  constructor
  · induction m generalizing h k l with
    | zero =>
      intro e
      exact ⟨h, k, l, by simp, by simp, by simp, by simpa using e⟩
    | succ m ih =>
      intro e
      have p : (4 : ℤ) ^ (m + 1) = 4 * 4 ^ m := pow_succ' 4 m
      rw [p] at e
      -- a factor 4 in the line index makes all indices even, so they can be halved
      have d : 4 ∣ lineIndex h k l := ⟨4 ^ m * M, by rw [e]; ring⟩
      obtain ⟨⟨u, hu⟩, ⟨v, hv⟩, ⟨w, hw⟩⟩ := (all_even_iff h k l).1 d
      have e' : lineIndex u v w = 4 ^ m * M := by
        rw [hu, hv, hw] at e
        unfold lineIndex at *
        linarith
      obtain ⟨x, y, z, hx, hy, hz, hM⟩ := ih u v w e'
      exact ⟨x, y, z, by rw [hu, hx]; ring, by rw [hv, hy]; ring, by rw [hw, hz]; ring, hM⟩
  · rintro ⟨x, y, z, rfl, rfl, rfl, rfl⟩
    have p : (4 : ℤ) ^ m = (2 ^ m) ^ 2 :=
      calc (4 : ℤ) ^ m = (2 * 2) ^ m := by norm_num
        _ = 2 ^ m * 2 ^ m := mul_pow 2 2 m
        _ = (2 ^ m) ^ 2 := (pow_two _).symm
    unfold lineIndex
    rw [p]
    ring

/-- No Miller indices have a line index of the form `4^m (8b + 7)`. -/
theorem lineIndex_ne (h k l : ℤ) (m : ℕ) (b : ℤ) :
    lineIndex h k l ≠ 4 ^ m * (8 * b + 7) := by
  intro e
  -- remove all factors of 4, then compare residues modulo 8
  obtain ⟨x, y, z, -, -, -, e'⟩ := (lineIndex_eq_four_pow_mul_iff m _ h k l).1 e
  have h1 := sq_mod_eight x
  have h2 := sq_mod_eight y
  have h3 := sq_mod_eight z
  unfold lineIndex at e'
  omega

/-- The natural numbers below 64 that are not the line index of any Miller indices are exactly 7,
15, 23, 28, 31, 39, 47, 55, 60 and 63. -/
theorem absent_below_64 (N : ℕ) (hN : N < 64) :
    (∀ h k l : ℤ, lineIndex h k l ≠ N) ↔
      N ∈ ({7, 15, 23, 28, 31, 39, 47, 55, 60, 63} : Finset ℕ) := by
  constructor
  · intro H
    -- every other value is reached with indices below 8
    have key : ∀ n : Fin 64,
        (n : ℕ) ∈ ({7, 15, 23, 28, 31, 39, 47, 55, 60, 63} : Finset ℕ) ∨
          ∃ h k l : Fin 8, (h : ℕ) ^ 2 + (k : ℕ) ^ 2 + (l : ℕ) ^ 2 = (n : ℕ) := by
      decide +kernel
    rcases key ⟨N, hN⟩ with hmem | ⟨h, k, l, e⟩
    · exact hmem
    · exact absurd (by unfold lineIndex; exact_mod_cast e)
        (H ((h : ℕ) : ℤ) ((k : ℕ) : ℤ) ((l : ℕ) : ℤ))
  · intro hmem h k l e
    have form : ∀ n ∈ ({7, 15, 23, 28, 31, 39, 47, 55, 60, 63} : Finset ℕ),
        ∃ m : Fin 2, ∃ b : Fin 8, n = 4 ^ (m : ℕ) * (8 * (b : ℕ) + 7) := by
      decide +kernel
    obtain ⟨m, b, hmb⟩ := form N hmem
    apply lineIndex_ne h k l (m : ℕ) ((b : ℕ) : ℤ)
    rw [e]
    exact_mod_cast hmb

/-- For lattice constant `a ≠ 0`, the reciprocal vector `G` of the planes `(h, k, l)` satisfies
`a² |G|² = (2π)² N`. -/
theorem norm_sq_recipVec (a : ℝ) (ha : a ≠ 0) (h k l : ℤ) :
    a ^ 2 * ‖recipVec a h k l‖ ^ 2 = (2 * Real.pi) ^ 2 * (lineIndex h k l : ℝ) := by
  have e : ‖recipVec a h k l‖ ^ 2 = (2 * Real.pi / a * h) ^ 2 +
      (2 * Real.pi / a * k) ^ 2 + (2 * Real.pi / a * l) ^ 2 := by
    rw [EuclideanSpace.norm_sq_eq, Fin.sum_univ_three]
    simp only [Real.norm_eq_abs, sq_abs]
    rfl
  have c : a * (2 * Real.pi / a) = 2 * Real.pi := by field_simp
  rw [e]
  unfold lineIndex
  push_cast
  generalize 2 * Real.pi / a = q at c ⊢
  linear_combination ((h : ℝ) ^ 2 + k ^ 2 + l ^ 2) * (a * q + 2 * Real.pi) * c

/-- If the diffraction condition `|G| w = 4π sin θ` holds at wavelength `w` and Bragg angle `θ`
in a cubic lattice with constant `a ≠ 0`, then `4a² sin² θ = w² N`. -/
theorem bragg_sin_sq (a w θ : ℝ) (ha : a ≠ 0) (h k l : ℤ)
    (hB : ‖recipVec a h k l‖ * w = 4 * Real.pi * Real.sin θ) :
    4 * a ^ 2 * Real.sin θ ^ 2 = w ^ 2 * (lineIndex h k l : ℝ) := by
  have hn := norm_sq_recipVec a ha h k l
  have hp : 4 * Real.pi ^ 2 ≠ 0 := by positivity
  apply mul_left_cancel₀ hp
  linear_combination w ^ 2 * hn -
    a ^ 2 * (‖recipVec a h k l‖ * w + 4 * Real.pi * Real.sin θ) * hB

/-- In a cubic lattice with constant `a ≠ 0`, at wavelength `w ≠ 0`, no Bragg angle `θ` that
meets the diffraction condition has `4a² sin² θ = w² 4^m (8b + 7)`. -/
theorem absent_powder_line (a w θ : ℝ) (ha : a ≠ 0) (hw : w ≠ 0) (h k l : ℤ)
    (hB : ‖recipVec a h k l‖ * w = 4 * Real.pi * Real.sin θ) (m : ℕ) (b : ℤ) :
    4 * a ^ 2 * Real.sin θ ^ 2 ≠ w ^ 2 * (4 ^ m * (8 * (b : ℝ) + 7)) := by
  intro e
  rw [bragg_sin_sq a w θ ha h k l hB] at e
  have e' := mul_left_cancel₀ (pow_ne_zero 2 hw) e
  exact lineIndex_ne h k l m b (by exact_mod_cast e')

end CubicPowderLines
```

```lean
#print axioms CubicPowderLines.all_odd_iff
-- 'CubicPowderLines.all_odd_iff' depends on axioms: [propext, Classical.choice, Quot.sound]
#print axioms CubicPowderLines.absent_below_64
-- 'CubicPowderLines.absent_below_64' depends on axioms: [propext, Classical.choice, Quot.sound]
#print axioms CubicPowderLines.absent_powder_line
-- 'CubicPowderLines.absent_powder_line' depends on axioms: [propext, Classical.choice, Quot.sound]
```

## How the arithmetic is proved

The lemma `sq_mod_eight` is the computation for squares. It splits $n$ into $2c$ and $2c+1$. In the odd case `Int.even_mul_succ_self` supplies the number $t$ with $c(c+1)=t+t$, and `linear_combination` confirms that the square is $8t+1$.

The two equivalences apply this lemma to each index, express parity as a remainder modulo 2, and leave the table to `omega`.

The halving is an induction on $m$ in the forward direction of `lineIndex_eq_four_pow_mul_iff`. The words `generalizing h k l` matter, because the induction hypothesis has to be applied to the halved triple and not to the original one. In the step, `all_even_iff` provides the halves `u`, `v` and `w` (here `w` is an index, not the wavelength), and `linarith` removes the common factor 4. The backward direction rewrites $4^m$ as $(2^m)^2$ and expands.

The proof of `lineIndex_ne` uses only the forward direction. It keeps the equation for the reduced triple, discards the relations to the original indices, and lets `omega` find that no combination of residues gives 7.

## How `omega` handles squares

The tactic `omega` decides statements of linear arithmetic over the integers, including remainders on division by fixed numbers. A square such as $h^2$ is not linear, and `omega` treats it as an unknown integer with no relation to $h$. On its own it could therefore prove none of the residue statements.

The lemma `sq_mod_eight` supplies the missing relation in linear form. For each index it offers three alternatives: even with square 0 modulo 8, even with square 4, or odd with square 1. For three indices there are 27 combinations, and in each of them the claim about $N$ is linear in the three unknown squares. The nonlinear content of the residue statements is thus confined to one short lemma about a single integer.

## The finite list and the angles

In `absent_below_64` the two directions have different proofs. To show that nothing else is missing, `decide +kernel` has the kernel evaluate a finite search: every number below 64 is either in the list or a sum of three squares of numbers from 0 to 7. To show that the listed numbers really are missing, a search over small indices would have to be supplemented by a bound. The proof instead writes each one as $4^m(8b+7)$ with $m<2$ and $b<8$, for instance $60=4\cdot15$, and applies `lineIndex_ne`, which holds for all integer indices.

The lemma `norm_sq_recipVec` writes the squared length as a sum over three components and uses $a\cdot(2\pi/a)=2\pi$. In `bragg_sin_sq` the goal is multiplied by $4\pi^2$, and `linear_combination` then combines the length formula with the diffraction condition. The coefficient of `hB` is the sum of its two sides times $-a^2$, which is how the squaring of that equation enters. Finally, `absent_powder_line` cancels $\lambda^2$ and carries the resulting equation from the real numbers back to the integers, where `lineIndex_ne` contradicts it.
